# The RPA response of one stable transition is a pole pair with unchanged weight times frequency

When an interaction acts on a system with a single excitation, at what frequency and with what strength does the system then respond? The answer is worked out here in the random-phase approximation (RPA), with the response evaluated at non-real complex frequencies \(z\). For a stable transition no pole is met there, and setting \(z=\omega+i\eta\) with \(\eta>0\) gives the usual broadened retarded response.

```lean
import Mathlib

open Filter Topology

namespace PlasmonPole

noncomputable section
```

## The bare transition and its screening

With \(\hbar=1\), a transition of frequency \(w\) and real weight \(A\), physically a squared matrix element, has the Lehmann form

\[ \chi_0(z)=A\left(\frac1{z-w}-\frac1{z+w}\right). \]

```lean
/-- Response of one transition of frequency `w` and weight `A`: a pair of poles at `w` and `-w`
with opposite residues. Its domain is `z ≠ w`, `z ≠ -w`. -/
def poleResponse (A w : ℝ) (z : ℂ) : ℂ := A * (1 / (z - w) - 1 / (z + w))
```

A real, frequency-independent number \(v\) stands for the interaction. The RPA equation \(\chi=\chi_0+\chi_0v\chi\) gives \(\chi=\chi_0/(1-v\chi_0)\). In Lean, `rpa` takes the value of \(\chi_0\), not the function.

```lean
/-- The RPA response built from the value `χ₀` of the bare response and the interaction `v`.
Its domain is `v χ₀ ≠ 1`. -/
def rpa (v : ℝ) (χ₀ : ℂ) : ℂ := χ₀ / (1 - v * χ₀)
```

From here on \(D\) is the bare transition frequency, not a displacement field. The new frequency will be \(\Omega=\sqrt{D^2+2vAD}\), written `rpaFreq A D v`. It is called the plasmon frequency, though it is not the free-electron plasma frequency of textbooks.

```lean
/-- The plasmon frequency `√(D² + 2 v A D)` of a transition of frequency `D` and weight `A`,
for `D² + 2 v A D ≥ 0`. -/
def rpaFreq (A D v : ℝ) : ℝ := √(D ^ 2 + 2 * v * A * D)
```

## From two fractions to the shifted pole

If \(z^2=w^2\) with \(w\) real, then \((z-w)(z+w)=0\), so \(z=\pm w\) is real. A non-real \(z\) therefore avoids both poles; Lean compares imaginary parts in the two cases.

```lean
/-- A non-real frequency `z` never meets a pole at a real frequency `w` or `-w`. -/
theorem sq_sub_sq_ne_zero {z : ℂ} (hz : z.im ≠ 0) (w : ℝ) : z ^ 2 - (w : ℂ) ^ 2 ≠ 0 := by
  intro h
  have h' : (z - w) * (z + w) = 0 := by linear_combination h
  rcases mul_eq_zero.mp h' with h | h
  · exact hz (by simpa using congrArg Complex.im h)
  · exact hz (by simpa using congrArg Complex.im h)
```

Over a common denominator,

\[ A\,\frac{(z+w)-(z-w)}{(z-w)(z+w)}=\frac{2Aw}{z^2-w^2}. \]

```lean
/-- Away from the poles, the pole pair combines into `2 A w / (z² - w²)`. -/
theorem poleResponse_eq (A : ℝ) {w : ℝ} {z : ℂ} (h : z ^ 2 - (w : ℂ) ^ 2 ≠ 0) :
    poleResponse A w z = 2 * A * w / (z ^ 2 - (w : ℂ) ^ 2) := by
  have h1 : z - w ≠ 0 := fun e => h (by linear_combination (z + w) * e)
  have h2 : z + w ≠ 0 := fun e => h (by linear_combination (z - w) * e)
  have e1 : 1 / (z - w) * (z - w) = 1 := div_mul_cancel₀ 1 h1
  have e2 : 1 / (z + w) * (z + w) = 1 := div_mul_cancel₀ 1 h2
  rw [eq_div_iff h, poleResponse]
  linear_combination (A : ℂ) * (z + w) * e1 - (A : ℂ) * (z - w) * e2
```

Setting \(w=D\), the dielectric function becomes

\[ 1-v\chi_0=1-\frac{2vAD}{z^2-D^2}=\frac{z^2-(D^2+2vAD)}{z^2-D^2}. \]

```lean
/-- Away from the bare poles, the dielectric function `1 - v χ₀` of a single transition is
`(z² - (D² + 2 v A D)) / (z² - D²)`. -/
theorem dielectric_eq (A v : ℝ) {D : ℝ} {z : ℂ} (h : z ^ 2 - (D : ℂ) ^ 2 ≠ 0) :
    1 - v * poleResponse A D z =
      (z ^ 2 - ((D : ℂ) ^ 2 + 2 * v * A * D)) / (z ^ 2 - (D : ℂ) ^ 2) := by
  have e := div_mul_cancel₀ (2 * (A : ℂ) * D) h
  rw [poleResponse_eq A h, eq_div_iff h]
  linear_combination (-(v : ℂ)) * e
```

The stability condition \(D+2vA>0\) says that the interaction is not attractive enough to bring the excitation frequency down to zero. With \(D>0\) it gives \(D^2+2vAD=D(D+2vA)>0\), so \(\Omega\) is positive and squares to the expected value.

```lean
/-- For `D > 0` and `D + 2 v A > 0` the plasmon frequency is positive, and its square
is `D² + 2 v A D`. -/
theorem rpaFreq_pos_and_sq {A D v : ℝ} (hD : 0 < D) (hs : 0 < D + 2 * v * A) :
    0 < rpaFreq A D v ∧ rpaFreq A D v ^ 2 = D ^ 2 + 2 * v * A * D := by
  have hpos : 0 < D ^ 2 + 2 * v * A * D := by
    have := mul_pos hD hs
    nlinarith
  exact ⟨Real.sqrt_pos.2 hpos, Real.sq_sqrt hpos.le⟩
```

The numerator of the dielectric function is now \(z^2-\Omega^2\), which is nonzero off the real axis. Dividing,

\[ \chi=\frac{2AD}{z^2-D^2}\cdot\frac{z^2-D^2}{z^2-\Omega^2}=\frac{2AD}{z^2-\Omega^2}=\frac{2(AD/\Omega)\,\Omega}{z^2-\Omega^2}. \]

This is a pole pair at \(\pm\Omega\) with weight \(AD/\Omega\). In the proof, `he` is the factored dielectric function and `hw` is \((AD/\Omega)\,\Omega=AD\).

```lean
/-- For `D > 0`, `D + 2 v A > 0` and non-real `z`, the dielectric function does not vanish, and
the RPA response is a single pole pair at the plasmon frequency `Ω` with weight `A D / Ω`. -/
theorem rpa_shifts_pole {A D v : ℝ} (hD : 0 < D) (hs : 0 < D + 2 * v * A)
    {z : ℂ} (hz : z.im ≠ 0) :
    1 - v * poleResponse A D z ≠ 0 ∧
      rpa v (poleResponse A D z) =
        poleResponse (A * D / rpaFreq A D v) (rpaFreq A D v) z := by
  obtain ⟨hp, hsq⟩ := rpaFreq_pos_and_sq hD hs
  set Ω := rpaFreq A D v
  have hc : (Ω : ℂ) ^ 2 = (D : ℂ) ^ 2 + 2 * v * A * D := by exact_mod_cast hsq
  have hd := sq_sub_sq_ne_zero hz D
  have ho := sq_sub_sq_ne_zero hz Ω
  -- the dielectric function in factored form, with `Ω²` in the numerator
  have he : 1 - v * poleResponse A D z =
      (z ^ 2 - (Ω : ℂ) ^ 2) / (z ^ 2 - (D : ℂ) ^ 2) := by
    rw [dielectric_eq A v hd, hc]
  have hw : ((A * D / Ω : ℝ) : ℂ) * Ω = A * D := by
    exact_mod_cast div_mul_cancel₀ (A * D) hp.ne'
  refine ⟨by rw [he]; exact div_ne_zero ho hd, ?_⟩
  rw [rpa, he, poleResponse_eq A hd, poleResponse_eq _ ho, div_div_div_cancel_right₀ hd,
    mul_assoc 2 _ (Ω : ℂ), hw, mul_assoc]
```

For \(A=1\) the stability condition reads \(v>-D/2\), and the statement can be written without the definitions.

```lean
/-- The case of unit weight: for `D > 0`, `v > -D/2` and non-real `z`, the bare response
`2D/(z² - D²)` turns into a pole pair at `√(D² + 2vD)` with weight `D/√(D² + 2vD)`. -/
theorem rpa_unit_weight {D v : ℝ} (hD : 0 < D) (hv : -D / 2 < v) {z : ℂ} (hz : z.im ≠ 0) :
    1 - v * (2 * D / (z ^ 2 - (D : ℂ) ^ 2)) ≠ 0 ∧
      2 * D / (z ^ 2 - (D : ℂ) ^ 2) / (1 - v * (2 * D / (z ^ 2 - (D : ℂ) ^ 2))) =
        ((D / √(D ^ 2 + 2 * v * D) : ℝ) : ℂ) *
          (1 / (z - (√(D ^ 2 + 2 * v * D) : ℝ)) - 1 / (z + (√(D ^ 2 + 2 * v * D) : ℝ))) := by
  have h := rpa_shifts_pole (A := 1) hD (by linarith) hz
  rw [poleResponse_eq 1 (sq_sub_sq_ne_zero hz D)] at h
  simpa [rpa, poleResponse, rpaFreq] using h
```

Plasmon-pole models in electronic structure assume a frequency dependence of this shape, commonly for each element of the inverse dielectric matrix minus the unit matrix. For one transition with a scalar interaction this difference is \(1/(1-v\chi_0)-1=v\chi\), and the RPA produces the shape exactly. In a material many transitions contribute to each element, and replacing them by one pole pair is an approximation that no hypothesis here justifies.

## The product is fixed by the response itself

Suppose some pair of weight \(B\) and frequency \(W>0\) matches the RPA response at every non-real \(z\). Cross-multiplying gives

\[ BW(z^2-\Omega^2)=AD(z^2-W^2), \]

which is `key`. Subtracting its values at \(z=i\) and \(z=2i\) gives \(3BW=3AD\). Putting \(BW=AD\) back leaves \(AD(W^2-\Omega^2)=0\), so \(W=\Omega\) when \(A\neq0\), both being positive. For \(A=0\) the response vanishes, and \(B=0\) fits with any \(W\).

```lean
/-- Let `D > 0`, `D + 2 v A > 0` and `A ≠ 0`. If a pole pair of frequency `W > 0` and weight `B`
equals the RPA response at all non-real `z`, then `W` is the plasmon frequency and the product
of weight and frequency is the bare one, `B W = A D`. -/
theorem weight_mul_freq_conserved {A D v B W : ℝ} (hA : A ≠ 0) (hD : 0 < D)
    (hs : 0 < D + 2 * v * A) (hW : 0 < W)
    (h : ∀ z : ℂ, z.im ≠ 0 → rpa v (poleResponse A D z) = poleResponse B W z) :
    W = rpaFreq A D v ∧ B * W = A * D := by
  have hp := (rpaFreq_pos_and_sq hD hs).1
  have key : ∀ z : ℂ, z.im ≠ 0 →
      (B : ℂ) * W * (z ^ 2 - (rpaFreq A D v : ℂ) ^ 2) = A * D * (z ^ 2 - (W : ℂ) ^ 2) := by
    intro z hz
    have hw : ((A * D / rpaFreq A D v : ℝ) : ℂ) * (rpaFreq A D v : ℂ) = A * D := by
      exact_mod_cast div_mul_cancel₀ (A * D) hp.ne'
    have ho := sq_sub_sq_ne_zero hz (rpaFreq A D v)
    have hW' := sq_sub_sq_ne_zero hz W
    have e := h z hz
    rw [(rpa_shifts_pole hD hs hz).2, poleResponse_eq _ ho, poleResponse_eq _ hW',
      div_eq_div_iff ho hW'] at e
    linear_combination (-1 / 2 : ℂ) * e + (z ^ 2 - (W : ℂ) ^ 2) * hw
  -- two sampling points on the imaginary axis fix both parameters
  have h1 := key Complex.I (by simp)
  have h2 := key (2 * Complex.I) (by simp)
  have hBW : (B : ℂ) * W = A * D := by
    linear_combination (1 / 3 : ℂ) * (h1 - h2) + ((B : ℂ) * W - A * D) * Complex.I_sq
  have h3 : (A : ℂ) * D * ((W : ℂ) ^ 2 - (rpaFreq A D v : ℂ) ^ 2) = 0 := by
    linear_combination h1 - (Complex.I ^ 2 - (rpaFreq A D v : ℂ) ^ 2) * hBW
  have h4 : A * D * (W ^ 2 - rpaFreq A D v ^ 2) = 0 := by exact_mod_cast h3
  have h5 := sub_eq_zero.1 ((mul_eq_zero.1 h4).resolve_left (mul_ne_zero hA hD.ne'))
  exact ⟨(sq_eq_sq₀ hW.le hp.le).1 h5, by exact_mod_cast hBW⟩
```

## Too much attraction

If \(D+2vA<0\), put \(r=\sqrt{-(D^2+2vAD)}>0\). At \(z=ir\) we have \(z^2=D^2+2vAD\), so the numerator of the dielectric function vanishes. With time dependence \(e^{-izt}\) this is a mode growing as \(e^{rt}\).

```lean
/-- For `D > 0` and `D + 2 v A < 0` the dielectric function vanishes at the point
`i √(-(D² + 2 v A D))` of the upper imaginary axis. -/
theorem dielectric_zero_of_attractive {A D v : ℝ} (hD : 0 < D) (hs : D + 2 * v * A < 0) :
    0 < √(-(D ^ 2 + 2 * v * A * D)) ∧
      1 - v * poleResponse A D (Complex.I * (√(-(D ^ 2 + 2 * v * A * D)) : ℝ)) = 0 := by
  have hpos : 0 < -(D ^ 2 + 2 * v * A * D) := by
    have := mul_pos hD (neg_pos.2 hs)
    nlinarith
  have hr := Real.sqrt_pos.2 hpos
  have hsq := Real.sq_sqrt hpos.le
  set r := √(-(D ^ 2 + 2 * v * A * D))
  have hc : (r : ℂ) ^ 2 = -((D : ℂ) ^ 2 + 2 * v * A * D) := by exact_mod_cast hsq
  have hz : (Complex.I * (r : ℂ)).im ≠ 0 := by simpa using hr.ne'
  refine ⟨hr, ?_⟩
  rw [dielectric_eq A v (sq_sub_sq_ne_zero hz D), mul_pow, Complex.I_sq, hc]
  simp
```

At the border \(D+2vA=0\), the same division, not formalised here, gives \(\chi=2AD/z^2\): the two poles have merged into a double pole at zero frequency.

## Many transitions at high frequency

Let \(z^2f(z)\to S\) as \(|z|\to\infty\) in any direction, which is what `Bornology.cobounded ℂ` expresses. Then \(f=z^{-2}(z^2f)\to0\), so \(1-vf\to1\) and

\[ z^2\,\frac{f}{1-vf}\to S. \]

```lean
/-- If `z² χ₀(z)` tends to `S` at large `|z|`, then so does `z²` times the RPA response. -/
theorem rpa_tail {f : ℂ → ℂ} {S : ℂ} (v : ℝ)
    (h : Tendsto (fun z => z ^ 2 * f z) (Bornology.cobounded ℂ) (𝓝 S)) :
    Tendsto (fun z => z ^ 2 * rpa v (f z)) (Bornology.cobounded ℂ) (𝓝 S) := by
  have hi : Tendsto (fun z : ℂ => z⁻¹) (Bornology.cobounded ℂ) (𝓝 0) := tendsto_inv₀_cobounded
  -- the bare response itself dies out, so screening is lost at high frequency
  have h0 : Tendsto (fun z => z⁻¹ ^ 2 * (z ^ 2 * f z)) (Bornology.cobounded ℂ) (𝓝 0) := by
    simpa using (hi.pow 2).mul h
  have hf : Tendsto f (Bornology.cobounded ℂ) (𝓝 0) := by
    refine h0.congr' ?_
    filter_upwards [tendsto_norm_cobounded_atTop.eventually_gt_atTop 0] with z hz
    rw [← mul_assoc, ← mul_pow, inv_mul_cancel₀ (norm_pos_iff.1 hz), one_pow, one_mul]
  have hden : Tendsto (fun z => 1 - (v : ℂ) * f z) (Bornology.cobounded ℂ)
      (𝓝 (1 - (v : ℂ) * 0)) := tendsto_const_nhds.sub (tendsto_const_nhds.mul hf)
  have hq := h.div hden (by simp)
  have e : S / (1 - (v : ℂ) * 0) = S := by simp
  rw [e] at hq
  exact hq.congr fun z => mul_div_assoc _ _ _
```

For one pair, \(z^2\chi_0=2Aw/(1-w^2/z^2)\to2Aw\), which Lean calls `pole`. Adding finitely many transitions of weights \(A_i\) and frequencies \(D_i\), all coupled through the same \(v\), gives the limit \(\sum_i2A_iD_i\) before screening, and the previous result carries it over to the RPA. The f-sum rule for the electron density likewise has a value that a density-density interaction does not change; deriving that rule, which relates the sum to the electron number, would need a Hamiltonian, and none enters here.

```lean
/-- For finitely many transitions with frequencies `D i` and weights `A i`, `z²` times the RPA
response tends at large `|z|` to `∑ 2 A i D i`, whatever the interaction `v`. -/
theorem rpa_sum_rule {ι : Type*} (s : Finset ι) (A D : ι → ℝ) (v : ℝ) :
    Tendsto (fun z => z ^ 2 * rpa v (∑ i ∈ s, poleResponse (A i) (D i) z))
      (Bornology.cobounded ℂ) (𝓝 (∑ i ∈ s, 2 * (A i : ℂ) * D i)) := by
  have hi : Tendsto (fun z : ℂ => z⁻¹) (Bornology.cobounded ℂ) (𝓝 0) := tendsto_inv₀_cobounded
  -- the tail of one pole pair
  have pole : ∀ a w : ℝ, Tendsto (fun z => z ^ 2 * poleResponse a w z)
      (Bornology.cobounded ℂ) (𝓝 (2 * (a : ℂ) * w)) := by
    intro a w
    have ht : Tendsto (fun z : ℂ => 2 * (a : ℂ) * w / (1 - (w : ℂ) ^ 2 * z⁻¹ ^ 2))
        (Bornology.cobounded ℂ) (𝓝 (2 * (a : ℂ) * w / (1 - (w : ℂ) ^ 2 * 0 ^ 2))) :=
      tendsto_const_nhds.div
        (tendsto_const_nhds.sub (tendsto_const_nhds.mul (hi.pow 2))) (by simp)
    have e : 2 * (a : ℂ) * w / (1 - (w : ℂ) ^ 2 * 0 ^ 2) = 2 * (a : ℂ) * w := by simp
    rw [e] at ht
    refine ht.congr' ?_
    filter_upwards [tendsto_norm_cobounded_atTop.eventually_gt_atTop |w|] with z hz
    have z0 : z ≠ 0 := norm_pos_iff.1 ((abs_nonneg w).trans_lt hz)
    have hd : z ^ 2 - (w : ℂ) ^ 2 ≠ 0 := by
      intro h
      have hn := congrArg norm (sub_eq_zero.1 h)
      rw [norm_pow, norm_pow, Complex.norm_real, Real.norm_eq_abs] at hn
      nlinarith [mul_nonneg (abs_nonneg w) (sub_nonneg.2 hz.le), pow_pos (sub_pos.2 hz) 2]
    have e2 : 1 - (w : ℂ) ^ 2 * z⁻¹ ^ 2 = (z ^ 2 - (w : ℂ) ^ 2) / z ^ 2 := by
      rw [eq_div_iff (pow_ne_zero 2 z0), sub_mul, one_mul, mul_assoc, ← mul_pow,
        inv_mul_cancel₀ z0, one_pow, mul_one]
    rw [poleResponse_eq a hd, e2, div_div_eq_mul_div]
    ring
  apply rpa_tail
  simp_rw [Finset.mul_sum]
  exact tendsto_finsetSum s fun i _ => pole (A i) (D i)

end

end PlasmonPole
```

```lean
#print axioms PlasmonPole.rpa_shifts_pole
#print axioms PlasmonPole.rpa_unit_weight
#print axioms PlasmonPole.dielectric_zero_of_attractive
#print axioms PlasmonPole.rpa_sum_rule
```

```
'PlasmonPole.rpa_shifts_pole' depends on axioms: [propext, Classical.choice, Quot.sound]
'PlasmonPole.rpa_unit_weight' depends on axioms: [propext, Classical.choice, Quot.sound]
'PlasmonPole.dielectric_zero_of_attractive' depends on axioms: [propext, Classical.choice, Quot.sound]
'PlasmonPole.rpa_sum_rule' depends on axioms: [propext, Classical.choice, Quot.sound]
```
